# The oscillator's lowering operator annihilates one normalised wavefunction up to phase, with energy \(\hbar\omega/2\)

## Operators as differential expressions

A wavefunction is taken here to be a function \(f:\mathbb R\to\mathbb C\), and an operator is a differential expression evaluated at each point \(x\), not an unbounded operator on \(L^2(\mathbb R)\) with a domain. The eigenvalue equation is then an identity between numbers at every \(x\), and normalisation is a separate statement about an integral.

For a particle of mass \(m>0\) in a harmonic well of angular frequency \(\omega>0\), with \(\hbar>0\), write \(\lambda=\hbar/(m\omega)\), which has the dimension of length squared. The operators are

\[
Lf=xf+\lambda f',\qquad Rf=xf-\lambda f',\qquad
Hf=-\frac{\hbar^2}{2m}f''+\frac{m\omega^2x^2}{2}f .
\]

\(L\) and \(R\) are the lowering and raising operators in units of length. The usual dimensionless lowering operator \(a\) satisfies \(L=\sqrt{2\lambda}\,a\). The Gaussian is

\[
\psi(x)=\left(\frac{m\omega}{\pi\hbar}\right)^{1/4}e^{-m\omega x^2/(2\hbar)}
=(\pi\lambda)^{-1/4}e^{-x^2/(2\lambda)} .
\]

## Annihilation and the energy

Differentiating the exponential gives \(\psi'=-(x/\lambda)\psi\), so

\[
L\psi=x\psi+\lambda\left(-\frac{x}{\lambda}\right)\psi=0 .
\]

For any twice differentiable \(f\), the product rule gives \((Lf)'=f+xf'+\lambda f''\). Hence

\[
RLf=x(xf+\lambda f')-\lambda(f+xf'+\lambda f'')
=x^2f-\lambda f-\lambda^2f'' .
\]

Multiplying by \(m\omega^2/2\) and using \(m\omega^2\lambda=\hbar\omega\) and \(m\omega^2\lambda^2=\hbar^2/m\), we obtain

\[
Hf=\frac{m\omega^2}{2}RLf+\frac{\hbar\omega}{2}f .
\]

The constant comes from differentiating the factor \(x\) in \(Lf\). For \(f=\psi\) the first term vanishes, which leaves \(H\psi=(\hbar\omega/2)\psi\). In the harmonic approximation to molecular vibrations, this is the zero-point energy of a single decoupled mode.

## Normalisation and uniqueness

The squared modulus is \(|\psi|^2=(\pi\lambda)^{-1/2}e^{-x^2/\lambda}\), and the Gaussian integral gives

\[
\int_{-\infty}^{\infty}|\psi|^2\,dx=(\pi\lambda)^{-1/2}\sqrt{\pi\lambda}=1 .
\]

Now let \(f\) be differentiable with \(Lf=0\), so that \(f'=-(x/\lambda)f\). Since \(\psi\) has no zeros, the ratio \(f/\psi\) is differentiable, and

\[
\left(\frac f\psi\right)'=\frac{f'\psi-f\psi'}{\psi^2}
=\frac{-(x/\lambda)f\psi+(x/\lambda)f\psi}{\psi^2}=0 .
\]

Thus \(f=c\psi\) with \(c=f(0)/\psi(0)\). Its norm integral is \(|c|^2\), so normalisation means \(|c|=1\). Conversely, if \(|c|=1\), then \(L(c\psi)=cL\psi=0\) and \(c\psi\) is normalised.

## The theorems in words

`groundState m ω hbar` is \(\psi\), computed as a real number and then regarded as complex. `lower`, `raise` and `hamiltonian` are \(L\), \(R\) and \(H\); each takes the parameters, a wavefunction and a point.

`groundState_main` assumes that the three parameters are positive and states three things: \(L\psi=0\) at every point, \(H\psi=(\hbar\omega/2)\psi\) at every point, and \(\int|\psi|^2=1\) over the whole line. `annihilated_normalised_iff` says that a differentiable \(f\) is both annihilated by \(L\) and normalised exactly when \(f=c\psi\) for a complex \(c\) of modulus one.

Differentiability is a hypothesis on \(f\) because Lean's `deriv` returns zero where no derivative exists, and the equation \(Lf=0\) would then lose its meaning at such points.

The name `groundState` follows physical usage. The theorems identify the state by annihilation and give its energy; that no other state lies lower is a further statement about the spectrum, which they leave open, as they do the excited states and the self-adjointness of \(H\).

## The Lean file

```lean
import Mathlib

open MeasureTheory
open scoped Real

namespace OscillatorGroundState

noncomputable section

/-- The lowering operator in units of length, `x + (ħ/(mω)) d/dx`. -/
def lower (m ω hbar : ℝ) (f : ℝ → ℂ) (x : ℝ) : ℂ :=
  x * f x + (hbar / (m * ω) : ℂ) * deriv f x

/-- The raising operator in units of length, `x - (ħ/(mω)) d/dx`. -/
def raise (m ω hbar : ℝ) (f : ℝ → ℂ) (x : ℝ) : ℂ :=
  x * f x - (hbar / (m * ω) : ℂ) * deriv f x

/-- The oscillator Hamiltonian `-(ħ²/2m) d²/dx² + mω²x²/2`. -/
def hamiltonian (m ω hbar : ℝ) (f : ℝ → ℂ) (x : ℝ) : ℂ :=
  -(hbar ^ 2 / (2 * m) : ℂ) * deriv (deriv f) x + (m * ω ^ 2 * x ^ 2 / 2 : ℂ) * f x

/-- The Gaussian wavefunction `(mω/(πħ))^(1/4) exp(-mωx²/(2ħ))`. -/
def groundState (m ω hbar : ℝ) (x : ℝ) : ℂ :=
  (((m * ω / (π * hbar)) ^ (1 / 4 : ℝ) * Real.exp (-(m * ω * x ^ 2) / (2 * hbar)) : ℝ) : ℂ)

/-- The slope of the Gaussian is `ψ'(x) = -(mω/ħ) x ψ(x)`. -/
theorem hasDerivAt_groundState (m ω hbar x : ℝ) :
    HasDerivAt (groundState m ω hbar)
      (-(m * ω / hbar : ℂ) * x * groundState m ω hbar x) x := by
  have h2 : HasDerivAt (fun y : ℝ => y ^ 2) (2 * x) x := by
    simpa using hasDerivAt_pow 2 x
  have h3 := (h2.const_mul (m * ω)).fun_neg.div_const (2 * hbar)
  have h4 := (h3.exp.const_mul ((m * ω / (π * hbar)) ^ (1 / 4 : ℝ))).ofReal_comp
  refine h4.congr_deriv ?_
  simp only [groundState]
  push_cast
  ring

/-- On twice differentiable wavefunctions the Hamiltonian is `mω²/2` times
raising after lowering, plus the constant `ħω/2`. -/
theorem hamiltonian_factorisation {m ω hbar : ℝ} (hm : 0 < m) (hω : 0 < ω)
    {f : ℝ → ℂ} (hf : Differentiable ℝ f) (hf' : Differentiable ℝ (deriv f)) (x : ℝ) :
    hamiltonian m ω hbar f x =
      (m * ω ^ 2 / 2 : ℂ) * raise m ω hbar (lower m ω hbar f) x
        + (hbar * ω / 2 : ℂ) * f x := by
  have hm' : (m : ℂ) ≠ 0 := by exact_mod_cast hm.ne'
  have hω' : (ω : ℂ) ≠ 0 := by exact_mod_cast hω.ne'
  have hx : HasDerivAt (fun y : ℝ => (y : ℂ)) 1 x := by
    simpa using (hasDerivAt_id' x).ofReal_comp
  -- the product rule produces the extra term `f x`, the source of the constant
  have hl : HasDerivAt (lower m ω hbar f)
      (f x + x * deriv f x + (hbar / (m * ω) : ℂ) * deriv (deriv f) x) x :=
    ((hx.fun_mul (hf x).hasDerivAt).fun_add
      ((hf' x).hasDerivAt.const_mul (hbar / (m * ω) : ℂ))).congr_deriv (by ring)
  simp only [hamiltonian, raise]
  rw [hl.deriv]
  simp only [lower]
  field_simp
  ring

/-- The lowering operator annihilates the Gaussian. -/
theorem lower_groundState {m ω hbar : ℝ} (hm : 0 < m) (hω : 0 < ω) (hh : 0 < hbar)
    (x : ℝ) : lower m ω hbar (groundState m ω hbar) x = 0 := by
  have hm' : (m : ℂ) ≠ 0 := by exact_mod_cast hm.ne'
  have hω' : (ω : ℂ) ≠ 0 := by exact_mod_cast hω.ne'
  have hh' : (hbar : ℂ) ≠ 0 := by exact_mod_cast hh.ne'
  have k : (hbar / (m * ω) : ℂ) * (m * ω / hbar) = 1 := by field_simp
  simp only [lower]
  rw [(hasDerivAt_groundState m ω hbar x).deriv]
  linear_combination (-(x * groundState m ω hbar x)) * k

/-- The squared modulus of the Gaussian integrates to one over the line. -/
theorem integral_groundState {m ω hbar : ℝ} (hm : 0 < m) (hω : 0 < ω) (hh : 0 < hbar) :
    ∫ x : ℝ, ‖groundState m ω hbar x‖ ^ 2 = 1 := by
  have ha : 0 < m * ω / (π * hbar) := by positivity
  have hA : ∀ a : ℝ, 0 ≤ a → (a ^ (1 / 4 : ℝ)) ^ 2 = √a := by
    intro a h
    rw [Real.sqrt_eq_rpow, ← Real.rpow_natCast, ← Real.rpow_mul h]
    norm_num
  have hE : ∀ x : ℝ, Real.exp (-(m * ω * x ^ 2) / (2 * hbar)) ^ 2
      = Real.exp (-(m * ω / hbar) * x ^ 2) := by
    intro x
    rw [sq (Real.exp _), ← Real.exp_add]
    congr 1
    ring
  have hp : ∀ x : ℝ, ‖groundState m ω hbar x‖ ^ 2
      = √(m * ω / (π * hbar)) * Real.exp (-(m * ω / hbar) * x ^ 2) := by
    intro x
    rw [groundState, Complex.norm_real, Real.norm_eq_abs, sq_abs, mul_pow, hA _ ha.le, hE]
  have h1 : m * ω / (π * hbar) * (π / (m * ω / hbar)) = 1 := by field_simp
  -- what remains is the Gaussian integral
  simp_rw [hp]
  rw [integral_const_mul, integral_gaussian, ← Real.sqrt_mul ha.le, h1, Real.sqrt_one]

/-- The Gaussian is annihilated by the lowering operator, solves the oscillator
equation with energy `ħω/2`, and is normalised. -/
theorem groundState_main {m ω hbar : ℝ} (hm : 0 < m) (hω : 0 < ω) (hh : 0 < hbar) :
    (∀ x, lower m ω hbar (groundState m ω hbar) x = 0) ∧
    (∀ x, hamiltonian m ω hbar (groundState m ω hbar) x
      = (hbar * ω / 2 : ℂ) * groundState m ω hbar x) ∧
    ∫ x : ℝ, ‖groundState m ω hbar x‖ ^ 2 = 1 := by
  refine ⟨lower_groundState hm hω hh, fun x => ?_, integral_groundState hm hω hh⟩
  have hd : Differentiable ℝ (groundState m ω hbar) :=
    fun y => (hasDerivAt_groundState m ω hbar y).differentiableAt
  have hd' : Differentiable ℝ (deriv (groundState m ω hbar)) := by
    rw [funext fun y => (hasDerivAt_groundState m ω hbar y).deriv]
    intro y
    have hy : HasDerivAt (fun z : ℝ => (z : ℂ)) 1 y := by
      simpa using (hasDerivAt_id' y).ofReal_comp
    exact ((hy.const_mul (-(m * ω / hbar : ℂ))).fun_mul
      (hasDerivAt_groundState m ω hbar y)).differentiableAt
  -- in the factorised Hamiltonian only the constant survives
  have hl : lower m ω hbar (groundState m ω hbar) = fun _ => 0 :=
    funext (lower_groundState hm hω hh)
  rw [hamiltonian_factorisation hm hω hd hd', hl]
  simp [raise]

/-- Every differentiable wavefunction annihilated by the lowering operator is a
constant multiple of the Gaussian. -/
theorem eq_const_mul_groundState {m ω hbar : ℝ} (hm : 0 < m) (hω : 0 < ω) (hh : 0 < hbar)
    {f : ℝ → ℂ} (hf : Differentiable ℝ f) (h : ∀ x, lower m ω hbar f x = 0) :
    ∃ c : ℂ, ∀ x, f x = c * groundState m ω hbar x := by
  have hm' : (m : ℂ) ≠ 0 := by exact_mod_cast hm.ne'
  have hω' : (ω : ℂ) ≠ 0 := by exact_mod_cast hω.ne'
  have hh' : (hbar : ℂ) ≠ 0 := by exact_mod_cast hh.ne'
  have k : (hbar / (m * ω) : ℂ) * (m * ω / hbar) = 1 := by field_simp
  have hne : ∀ x, groundState m ω hbar x ≠ 0 := by
    intro x
    unfold groundState
    refine Complex.ofReal_ne_zero.mpr ?_
    positivity
  have hD : ∀ x, deriv f x = -(m * ω / hbar : ℂ) * x * f x := by
    intro x
    have hx := h x
    simp only [lower] at hx
    linear_combination (m * ω / hbar : ℂ) * hx - deriv f x * k
  -- the ratio of the two solutions has zero derivative
  have hq : ∀ x, HasDerivAt (fun y => f y / groundState m ω hbar y) 0 x := fun x =>
    ((hf x).hasDerivAt.fun_div (hasDerivAt_groundState m ω hbar x) (hne x)).congr_deriv
      (by rw [hD x]; ring)
  refine ⟨f 0 / groundState m ω hbar 0, fun x => ?_⟩
  have e : f x / groundState m ω hbar x = f 0 / groundState m ω hbar 0 :=
    is_const_of_deriv_eq_zero (fun y => (hq y).differentiableAt) (fun y => (hq y).deriv) x 0
  rw [← e, div_mul_cancel₀ _ (hne x)]

/-- A differentiable wavefunction is normalised and annihilated by the lowering
operator exactly when it is the Gaussian times a constant phase. -/
theorem annihilated_normalised_iff {m ω hbar : ℝ} (hm : 0 < m) (hω : 0 < ω)
    (hh : 0 < hbar) {f : ℝ → ℂ} (hf : Differentiable ℝ f) :
    ((∀ x, lower m ω hbar f x = 0) ∧ ∫ x : ℝ, ‖f x‖ ^ 2 = 1) ↔
      ∃ c : ℂ, ‖c‖ = 1 ∧ ∀ x, f x = c * groundState m ω hbar x := by
  have hn : ∀ c : ℂ, ∫ x : ℝ, ‖c * groundState m ω hbar x‖ ^ 2 = ‖c‖ ^ 2 := by
    intro c
    simp_rw [norm_mul, mul_pow]
    rw [integral_const_mul, integral_groundState hm hω hh, mul_one]
  constructor
  · rintro ⟨h, h1⟩
    obtain ⟨c, hc⟩ := eq_const_mul_groundState hm hω hh hf h
    simp_rw [hc] at h1
    rw [hn] at h1
    exact ⟨c, (pow_eq_one_iff_of_nonneg (norm_nonneg c) two_ne_zero).mp h1, hc⟩
  · rintro ⟨c, h1, hc⟩
    have hfc : f = fun x => c * groundState m ω hbar x := funext hc
    rw [hfc]
    refine ⟨fun x => ?_, by rw [hn, h1, one_pow]⟩
    have h0 := lower_groundState hm hω hh x
    simp only [lower] at h0 ⊢
    rw [(hasDerivAt_groundState m ω hbar x).deriv] at h0
    rw [((hasDerivAt_groundState m ω hbar x).const_mul c).deriv]
    linear_combination c * h0

end

end OscillatorGroundState
```

```lean
#print axioms OscillatorGroundState.groundState_main
#print axioms OscillatorGroundState.annihilated_normalised_iff
```

```
'OscillatorGroundState.groundState_main' depends on axioms: [propext, Classical.choice, Quot.sound]
'OscillatorGroundState.annihilated_normalised_iff' depends on axioms: [propext, Classical.choice, Quot.sound]
```

## How the proof follows the calculation

`hasDerivAt_groundState` supplies \(\psi'=-(x/\lambda)\psi\) by differentiating \(x^2\), the exponent and the exponential in turn, and then multiplying by the constant prefactor. `lower_groundState` inserts this slope into \(L\psi\). The cancellation \(\lambda\cdot(1/\lambda)=1\) is the equation `k`, and `linear_combination` multiplies it by the factor that closes the goal.

In `hamiltonian_factorisation`, the statement `hl` is the product rule for \((Lf)'\), including the extra term \(f\). After the definitions are expanded, `field_simp` clears the denominators and `ring` compares the two sides. `groundState_main` checks that \(\psi\) is twice differentiable, applies the factorisation and replaces \(L\psi\) by the zero function.

`integral_groundState` squares the prefactor in `hA` and the exponential in `hE`, then applies Mathlib's `integral_gaussian`. The two square roots combine into \(\sqrt1\).

For uniqueness, `eq_const_mul_groundState` solves \(Lf=0\) for \(f'\) in `hD` and shows in `hq` that the ratio has zero derivative. `is_const_of_deriv_eq_zero` then equates its values at \(x\) and at \(0\). The final theorem computes the norm integral of \(c\psi\) once, in `hn`, and uses it in both directions.

## Derivatives with a chosen value: `HasDerivAt`

The statement `HasDerivAt f d x` says that \(f\) is differentiable at \(x\) with derivative \(d\). Mathlib's rules for products, quotients and compositions build such statements, but the value \(d\) comes out in the form that the rules produce. `congr_deriv` exchanges it for another expression once the two are shown to be equal, so a question of calculus becomes one of algebra. The proof does this for the slope of \(\psi\), for \((Lf)'\) and for the ratio \(f/\psi\), where the quotient rule's value is replaced by \(0\).

## Eigenfunctions of the lowering operator

The ratio argument also handles \(Lf=\alpha f\) for a complex number \(\alpha\). The equation becomes \(f'=-\bigl((x-\alpha)/\lambda\bigr)f\), and dividing \(f\) by \(e^{-(x-\alpha)^2/(2\lambda)}\) again leaves a function with zero derivative. The solutions are therefore

\[
f(x)=c\,e^{-(x-\alpha)^2/(2\lambda)} ,
\]

which for \(c\neq0\) are the coherent states, up to normalisation. For real \(\alpha\) they are constant multiples of \(\psi(x-\alpha)\), the Gaussian above centred at \(\alpha\).
